# Every Cartesian component of the total electron spin is a symmetric operator

For a finite set of orbitals, each with two spin states, the theorem says that every Cartesian component S of the total spin satisfies ⟪S f, g⟫ = ⟪f, S g⟫ for all vectors f and g of a complex inner product space. The spin is built from creation and annihilation operators with the Pauli matrices and a prefactor 1/2, in units of ħ. These operators are assumed to obey the canonical anticommutation relations, with each creation operator adjoint to its annihilation operator; the vectors need not be normalised. The attempt reduces the claim to a single orbital, then takes the three axes in turn, expanding the Pauli matrices and moving the operators across the inner product with `simp` before leaving the arithmetic to `ring`.

The failing Lean file:

```lean
import Mathlib

open scoped InnerProductSpace
open Complex (I)

namespace TotalSpinSymmetric

noncomputable section

variable {ι H : Type*} [DecidableEq ι] [NormedAddCommGroup H] [InnerProductSpace ℂ H]

/-- Canonical anticommutation relations for spin orbitals (orbital, spin), with each creation
operator `c` adjoint to the annihilation operator `a`. -/
structure IsCAR (c a : ι × Fin 2 → Module.End ℂ H) : Prop where
  cc : ∀ x y, c x * c y + c y * c x = 0
  aa : ∀ x y, a x * a y + a y * a x = 0
  ac : ∀ x y, a x * c y + c y * a x = if x = y then 1 else 0
  adj : ∀ x f g, ⟪c x f, g⟫_ℂ = ⟪f, a x g⟫_ℂ

/-- The three Pauli matrices, for the axes x, y, z. -/
def pauli (i : Fin 3) : Matrix (Fin 2) (Fin 2) ℂ :=
  ![!![0, 1; 1, 0], !![0, -I; I, 0], !![1, 0; 0, -1]] i

/-- The one-body operator on orbital `p` with spin matrix `A`. -/
def oneBody (c a : ι × Fin 2 → Module.End ℂ H) (p : ι) (A : Matrix (Fin 2) (Fin 2) ℂ) :
    Module.End ℂ H := ∑ s, ∑ t, A s t • (c (p, s) * a (p, t))

/-- The spin component `i` of orbital `p`, in units of ħ. -/
def localSpin (c a : ι × Fin 2 → Module.End ℂ H) (p : ι) (i : Fin 3) : Module.End ℂ H :=
  (1 / 2 : ℂ) • oneBody c a p (pauli i)

/-- The component `i` of the total spin. -/
def totalSpin [Fintype ι] (c a : ι × Fin 2 → Module.End ℂ H) (i : Fin 3) : Module.End ℂ H :=
  ∑ p, localSpin c a p i

variable {c a : ι × Fin 2 → Module.End ℂ H} {w : H}

/-- Every component of the total spin is a symmetric operator. -/
theorem totalSpin_symmetric [Fintype ι] (h : IsCAR c a) (i : Fin 3) (f g : H) :
    ⟪totalSpin c a i f, g⟫_ℂ = ⟪f, totalSpin c a i g⟫_ℂ := by
  have adj' : ∀ x f g, ⟪a x f, g⟫_ℂ = ⟪f, c x g⟫_ℂ := by
    intro x f g
    rw [← inner_conj_symm, ← h.adj, inner_conj_symm]
  simp only [totalSpin, LinearMap.sum_apply, sum_inner, inner_sum]
  refine Finset.sum_congr rfl fun p _ => ?_
  fin_cases i <;> simp [localSpin, oneBody, pauli, Fin.sum_univ_two, inner_add_left,
    inner_add_right, inner_smul_left, inner_smul_right, h.adj, adj'] <;> ring

end

end TotalSpinSymmetric
```

Lean reports:

```
Try this:
  [apply] ring_nf
  
  The `ring` tactic failed to close the goal. Use `ring_nf` to obtain a normal form.
    
  Note that `ring` works primarily in *commutative* rings. If you have a noncommutative ring, abelian group or module, consider using `noncomm_ring`, `abel` or `module` instead.
Try this:
  [apply] ring_nf
  
  The `ring` tactic failed to close the goal. Use `ring_nf` to obtain a normal form.
    
  Note that `ring` works primarily in *commutative* rings. If you have a noncommutative ring, abelian group or module, consider using `noncomm_ring`, `abel` or `module` instead.
Try this:
  [apply] ring_nf
  
  The `ring` tactic failed to close the goal. Use `ring_nf` to obtain a normal form.
    
  Note that `ring` works primarily in *commutative* rings. If you have a noncommutative ring, abelian group or module, consider using `noncomm_ring`, `abel` or `module` instead.
Main.lean:40:59: error: unsolved goals
case «0»
ι : Type u_1
H : Type u_2
inst✝³ : DecidableEq ι
inst✝² : NormedAddCommGroup H
inst✝¹ : InnerProductSpace ℂ H
c a : ι × Fin 2 → Module.End ℂ H
inst✝ : Fintype ι
h : IsCAR c a
f g : H
adj' : ∀ (x : ι × Fin 2) (f g : H), ⟪(a x) f, g⟫_ℂ = ⟪f, (c x) g⟫_ℂ
p : ι
x✝ : p ∈ Finset.univ
⊢ ((starRingEnd ℂ) 2)⁻¹ * ⟪f, (c (p, 1)) ((a (p, 0)) g)⟫_ℂ + ((starRingEnd ℂ) 2)⁻¹ * ⟪f, (c (p, 0)) ((a (p, 1)) g)⟫_ℂ =
    ⟪f, (c (p, 1)) ((a (p, 0)) g)⟫_ℂ * (1 / 2) + ⟪f, (c (p, 0)) ((a (p, 1)) g)⟫_ℂ * (1 / 2)

case «1»
ι : Type u_1
H : Type u_2
inst✝³ : DecidableEq ι
inst✝² : NormedAddCommGroup H
inst✝¹ : InnerProductSpace ℂ H
c a : ι × Fin 2 → Module.End ℂ H
inst✝ : Fintype ι
h : IsCAR c a
f g : H
adj' : ∀ (x : ι × Fin 2) (f g : H), ⟪(a x) f, g⟫_ℂ = ⟪f, (c x) g⟫_ℂ
p : ι
x✝ : p ∈ Finset.univ
⊢ ((starRingEnd ℂ) 2)⁻¹ * I * ⟪f, (c (p, 1)) ((a (p, 0)) g)⟫_ℂ -
      ((starRingEnd ℂ) 2)⁻¹ * I * ⟪f, (c (p, 0)) ((a (p, 1)) g)⟫_ℂ =
    I * ⟪f, (c (p, 1)) ((a (p, 0)) g)⟫_ℂ * (1 / 2) + I * ⟪f, (c (p, 0)) ((a (p, 1)) g)⟫_ℂ * (-1 / 2)

case «2»
ι : Type u_1
H : Type u_2
inst✝³ : DecidableEq ι
inst✝² : NormedAddCommGroup H
inst✝¹ : InnerProductSpace ℂ H
c a : ι × Fin 2 → Module.End ℂ H
inst✝ : Fintype ι
h : IsCAR c a
f g : H
adj' : ∀ (x : ι × Fin 2) (f g : H), ⟪(a x) f, g⟫_ℂ = ⟪f, (c x) g⟫_ℂ
p : ι
x✝ : p ∈ Finset.univ
⊢ ((starRingEnd ℂ) 2)⁻¹ * ⟪f, (c (p, 0)) ((a (p, 0)) g)⟫_ℂ - ((starRingEnd ℂ) 2)⁻¹ * ⟪f, (c (p, 1)) ((a (p, 1)) g)⟫_ℂ =
    ⟪f, (c (p, 0)) ((a (p, 0)) g)⟫_ℂ * (1 / 2) + ⟪f, (c (p, 1)) ((a (p, 1)) g)⟫_ℂ * (-1 / 2)
```

Cause. The three "Try this" messages say that `ring` failed to close the goal, once for each axis, and the error shows what was left. The operators have already been moved across correctly; only the prefactor differs. The inner product is conjugate-linear in its first argument, so the 1/2 on the left comes out conjugated. `simp` turned this into `((starRingEnd ℂ) 2)⁻¹` and did not evaluate the conjugate of 2. `ring` does not know that conjugation fixes 2, so it cannot match this factor with the 1/2 on the right.

The repair proves `half`, that the conjugate of 1/2 is 1/2, from its zero imaginary part. The `simp only` call unfolds `localSpin`, takes the prefactor out on both sides and applies `half` while 1/2 is still in one piece. `congr 1` then removes the common factor, leaving an equation about `oneBody` alone, which the old combination of `simp` and `ring` can prove. `localSpin` leaves the last `simp` list merely as tidying, since it is already unfolded.

Lean accepts the file once it reads:

```diff
@@ -44,5 +44,9 @@
   simp only [totalSpin, LinearMap.sum_apply, sum_inner, inner_sum]
   refine Finset.sum_congr rfl fun p _ => ?_
-  fin_cases i <;> simp [localSpin, oneBody, pauli, Fin.sum_univ_two, inner_add_left,
+  -- the prefactor 1/2 is real
+  have half : (starRingEnd ℂ) (1 / 2 : ℂ) = 1 / 2 := Complex.conj_eq_iff_im.2 (by norm_num)
+  simp only [localSpin, LinearMap.smul_apply, inner_smul_left, inner_smul_right, half]
+  congr 1
+  fin_cases i <;> simp [oneBody, pauli, Fin.sum_univ_two, inner_add_left,
     inner_add_right, inner_smul_left, inner_smul_right, h.adj, adj'] <;> ring
 
```
